# Bounded step errors stay bounded in outward Poisson quadrature on a logarithmic mesh

Let radii grow by a fixed factor $1/q$ with $0<q<1$, and let the interior Poisson integral $r^{-(l+1)}\int_0^r s^{l+2}\rho(s)\,ds$ of a density component $\rho$ of angular momentum $l$ be accumulated outward from an exact start value. If each step is wrong by at most $\varepsilon$, the error after $n$ steps is at most

$$\varepsilon\,\frac{1-q^{(l+1)n}}{1-q^{l+1}}\;\le\;\frac{\varepsilon}{1-q^{l+1}} .$$

In LAPW calculations, Weinert's method replaces the density inside a muffin-tin sphere by a smooth pseudo-charge with the same multipole moments. Multiplied by $R^{l+1}$, the bound limits the error of the radial integral behind such a moment for a sphere whose radius $R$ is a mesh radius, for one real density component and a given $\varepsilon$.

## Mesh, integral and recursion

```lean
import Mathlib

open MeasureTheory Filter Topology

namespace LogMeshPoisson

noncomputable section

/-- The logarithmic radial mesh `r_n = r₀ / q ^ n`, for `q ≠ 0`. -/
def meshRadius (r₀ q : ℝ) (n : ℕ) : ℝ := r₀ / q ^ n
```

The mesh is $r_n=r_0/q^n$. Here $q$ is each mesh radius divided by the next larger one; with the usual logarithmic step $h$, $q=e^{-h}$.

```lean
/-- The interior Poisson integral `r ^ (-(l+1)) ∫₀^r s ^ (l+2) ρ(s) ds` of a radial density `ρ`
of angular momentum `l`, for `r > 0`; the prefactor `4π/(2l+1)` is left out. -/
def scaledMoment (l : ℕ) (ρ : ℝ → ℝ) (r : ℝ) : ℝ :=
  (∫ s in (0 : ℝ)..r, s ^ (l + 2) * ρ s) / r ^ (l + 1)
```

For a radial component $\rho$ of the density, this is
$$U(r)=\frac{1}{r^{l+1}}\int_0^r s^{l+2}\rho(s)\,ds ,$$
the part of the potential at $r$ due to charge further in, without the factor $4\pi/(2l+1)$. The type `ℝ → ℝ` says that $\rho$ is a real function of a real variable.

```lean
/-- The contribution of the charge between radii `a` and `b` to the interior Poisson integral
at `b`, for `b > 0`. -/
def shellTerm (l : ℕ) (ρ : ℝ → ℝ) (a b : ℝ) : ℝ :=
  (∫ s in a..b, s ^ (l + 2) * ρ s) / b ^ (l + 1)
```

With $a=r_n$ and $b=r_{n+1}$ this is the shell contribution $f_n$.

```lean
/-- Scaled outward quadrature: start from `u₀` and apply `u_(n+1) = q ^ (l+1) * u_n + f_n`. -/
def outward (q : ℝ) (l : ℕ) (f : ℕ → ℝ) (u₀ : ℝ) : ℕ → ℝ
  | 0 => u₀
  | n + 1 => q ^ (l + 1) * outward q l f u₀ n + f n
```

A sequence is a function `ℕ → ℝ`. This one is defined by its start value and the rule $u_{n+1}=q^{l+1}u_n+f_n$, for any sources $f_n$.

## The integral obeys the recursion

```lean
/-- For positive `r₀` and `q` all mesh radii are positive. -/
theorem meshRadius_pos {r₀ q : ℝ} (hr : 0 < r₀) (hq : 0 < q) (n : ℕ) :
    0 < meshRadius r₀ q n := by
  unfold meshRadius
  positivity
```

The names `hr` and `hq` label the hypotheses $r_0>0$ and $q>0$. The conclusion follows the last colon.

```lean
/-- For positive `r₀` and `q` and an integrable weighted density, the interior Poisson integral
at the next mesh radius is `q ^ (l+1)` times the present one plus the shell contribution. -/
theorem scaledMoment_step {r₀ q : ℝ} {l : ℕ} {ρ : ℝ → ℝ} (hr : 0 < r₀) (hq : 0 < q)
    (hρ : ∀ R > 0, IntervalIntegrable (fun s => s ^ (l + 2) * ρ s) volume 0 R) (n : ℕ) :
    scaledMoment l ρ (meshRadius r₀ q (n + 1)) =
      q ^ (l + 1) * scaledMoment l ρ (meshRadius r₀ q n) +
        shellTerm l ρ (meshRadius r₀ q n) (meshRadius r₀ q (n + 1)) := by
  have h0 := hρ _ (meshRadius_pos hr hq n)
  have h1 := hρ _ (meshRadius_pos hr hq (n + 1))
  -- neighbouring radii differ by the factor q
  have hstep : meshRadius r₀ q n = q * meshRadius r₀ q (n + 1) := by
    unfold meshRadius
    rw [pow_succ]
    field_simp
  have key : meshRadius r₀ q n ^ (l + 1) =
      q ^ (l + 1) * meshRadius r₀ q (n + 1) ^ (l + 1) := by
    rw [hstep, mul_pow]
  -- split the charge integral at the present radius
  have hsplit := intervalIntegral.integral_add_adjacent_intervals h0 (h0.symm.trans h1)
  have hqp : q ^ (l + 1) ≠ 0 := (pow_pos hq _).ne'
  unfold scaledMoment shellTerm
  rw [← hsplit, add_div, key]
  congr 1
  rw [← mul_div_assoc, mul_div_mul_left _ _ hqp]
```

The hypothesis `hρ` says that $s^{l+2}\rho(s)$ is integrable from $0$ to every $R>0$. Split the integral at $r_n$ and use $r_n=q\,r_{n+1}$:

$$U(r_{n+1})=\frac{r_n^{l+1}}{r_{n+1}^{l+1}}\,U(r_n)+\frac{1}{r_{n+1}^{l+1}}\int_{r_n}^{r_{n+1}}s^{l+2}\rho\,ds=q^{l+1}U(r_n)+f_n .$$

In the proof, `hsplit` is the splitting and `key` is the relation between the powers of the radii.

```lean
/-- For positive `r₀` and `q` and an integrable weighted density, outward quadrature with exact
shell terms and exact start value gives the interior Poisson integral at every mesh radius. -/
theorem outward_eq_scaledMoment {r₀ q : ℝ} {l : ℕ} {ρ : ℝ → ℝ} (hr : 0 < r₀) (hq : 0 < q)
    (hρ : ∀ R > 0, IntervalIntegrable (fun s => s ^ (l + 2) * ρ s) volume 0 R) (n : ℕ) :
    outward q l (fun k => shellTerm l ρ (meshRadius r₀ q k) (meshRadius r₀ q (k + 1)))
      (scaledMoment l ρ r₀) n = scaledMoment l ρ (meshRadius r₀ q n) := by
  induction n with
  | zero => simp [outward, meshRadius]
  | succ n ih =>
    simp only [outward]
    rw [ih, scaledMoment_step hr hq hρ n]
```

With exact shell terms and the exact value $U(r_0)$, the recursion therefore gives $u_n=U(r_n)$. This is an induction: `zero` is the start, and `succ` uses the assumption `ih` for $n$ and the previous theorem.

## How the errors accumulate

```lean
/-- The accumulated error obeys the same outward recursion, started from zero and driven by the
step errors `e`. -/
theorem outward_error (q : ℝ) (l : ℕ) (f e : ℕ → ℝ) (u₀ : ℝ) (n : ℕ) :
    outward q l (fun k => f k + e k) u₀ n - outward q l f u₀ n = outward q l e 0 n := by
  induction n with
  | zero => simp [outward]
  | succ n ih =>
    simp only [outward]
    linear_combination q ^ (l + 1) * ih
```

Let $v_{n+1}=q^{l+1}v_n+f_n+e_n$ with $v_0=u_0$, and let $d_n=v_n-u_n$. Subtracting the two recursions removes $f_n$:
$$d_{n+1}=q^{l+1}d_n+e_n,\qquad d_0=0 .$$
The tactic `linear_combination` checks this algebra after multiplying the induction assumption by $q^{l+1}$.

```lean
/-- For `0 < q < 1`, a constant step error `eps` accumulates after `n` steps to exactly
`eps * (1 - q ^ ((l+1) n)) / (1 - q ^ (l+1))`. -/
theorem outward_const {q : ℝ} (hq : 0 < q) (hq1 : q < 1) (l : ℕ) (eps : ℝ) (n : ℕ) :
    outward q l (fun _ => eps) 0 n =
      eps * (1 - q ^ ((l + 1) * n)) / (1 - q ^ (l + 1)) := by
  have ha : q ^ (l + 1) < 1 := pow_lt_one₀ hq.le hq1 (Nat.succ_ne_zero l)
  have h : 1 - q ^ (l + 1) ≠ 0 := (sub_pos.mpr ha).ne'
  rw [eq_div_iff h]
  induction n with
  | zero => simp [outward]
  | succ n ih =>
    have hp : q ^ ((l + 1) * (n + 1)) = q ^ ((l + 1) * n) * q ^ (l + 1) := by
      rw [← pow_add, mul_add_one]
    simp only [outward]
    rw [hp]
    linear_combination q ^ (l + 1) * ih
```

For $e_n=\varepsilon$ at every step, call the accumulated error $E_n$. It is a geometric sum:
$$E_n=\varepsilon\sum_{k=0}^{n-1}q^{(l+1)k}=\varepsilon\,\frac{1-q^{(l+1)n}}{1-q^{l+1}} .$$
Lean multiplies by the nonzero denominator and proves the closed form by induction.

```lean
/-- For `0 < q < 1` and step errors of size at most `eps`, the error of the outward quadrature
after `n` steps is at most `eps * (1 - q ^ ((l+1) n)) / (1 - q ^ (l+1))`. -/
theorem outward_error_bound {q eps : ℝ} (hq : 0 < q) (hq1 : q < 1) (l : ℕ) (f : ℕ → ℝ)
    {e : ℕ → ℝ} (he : ∀ k, |e k| ≤ eps) (u₀ : ℝ) (n : ℕ) :
    |outward q l (fun k => f k + e k) u₀ n - outward q l f u₀ n| ≤
      eps * (1 - q ^ ((l + 1) * n)) / (1 - q ^ (l + 1)) := by
  rw [outward_error, ← outward_const hq hq1]
  -- the worst case is a constant error of one sign
  induction n with
  | zero => simp [outward]
  | succ n ih =>
    have ha : 0 < q ^ (l + 1) := pow_pos hq _
    simp only [outward]
    calc |q ^ (l + 1) * outward q l e 0 n + e n|
        ≤ |q ^ (l + 1) * outward q l e 0 n| + |e n| := abs_add_le _ _
      _ = q ^ (l + 1) * |outward q l e 0 n| + |e n| := by rw [abs_mul, abs_of_pos ha]
      _ ≤ q ^ (l + 1) * outward q l (fun _ => eps) 0 n + eps :=
          add_le_add (mul_le_mul_of_nonneg_left ih ha.le) (he n)
```

This is the main bound. If $|d_n|\le E_n$, the triangle inequality gives
$$|d_{n+1}|\le q^{l+1}|d_n|+|e_n|\le q^{l+1}E_n+\varepsilon=E_{n+1},$$
and $d_0=E_0=0$. The `calc` block contains these same inequalities.

What remains for an application is to find $\varepsilon$: a bound on the step error of the actual quadrature rule, for the actual density, is assumed here.

```lean
/-- For `0 < q < 1` and step errors of size at most `eps`, the error is at most
`eps / (1 - q ^ (l+1))` after any number `n` of steps. -/
theorem outward_error_uniform {q eps : ℝ} (hq : 0 < q) (hq1 : q < 1) (l : ℕ) (f : ℕ → ℝ)
    {e : ℕ → ℝ} (he : ∀ k, |e k| ≤ eps) (u₀ : ℝ) (n : ℕ) :
    |outward q l (fun k => f k + e k) u₀ n - outward q l f u₀ n| ≤
      eps / (1 - q ^ (l + 1)) := by
  have ha : q ^ (l + 1) < 1 := pow_lt_one₀ hq.le hq1 (Nat.succ_ne_zero l)
  have heps : 0 ≤ eps := (abs_nonneg _).trans (he 0)
  refine (outward_error_bound hq hq1 l f he u₀ n).trans ?_
  rw [div_le_div_iff_of_pos_right (sub_pos.mpr ha)]
  have hb : 0 ≤ eps * q ^ ((l + 1) * n) := mul_nonneg heps (pow_pos hq _).le
  linarith
```

Since $0\le|e_0|\le\varepsilon$, the term $-\varepsilon q^{(l+1)n}$ in the numerator can only lower the bound, so leaving it out is safe. The result is uniform in $n$ at fixed $q$. Refining the mesh moves $q$ towards 1 and enlarges $1/(1-q^{l+1})$, so keeping this bound fixed requires $\varepsilon$ to shrink in proportion to $1-q^{l+1}$.

```lean
/-- For `0 < q < 1`, the accumulated error caused by a constant step error `eps` converges to
`eps / (1 - q ^ (l+1))`. -/
theorem outward_error_tendsto {q : ℝ} (hq : 0 < q) (hq1 : q < 1) (l : ℕ) (f : ℕ → ℝ)
    (eps u₀ : ℝ) :
    Tendsto (fun n => outward q l (fun k => f k + eps) u₀ n - outward q l f u₀ n) atTop
      (𝓝 (eps / (1 - q ^ (l + 1)))) := by
  have ha : q ^ (l + 1) < 1 := pow_lt_one₀ hq.le hq1 (Nat.succ_ne_zero l)
  have h := tendsto_pow_atTop_nhds_zero_of_lt_one (pow_pos hq (l + 1)).le ha
  have h2 := ((h.const_sub 1).const_mul eps).div_const (1 - q ^ (l + 1))
  rw [sub_zero, mul_one] at h2
  refine h2.congr (fun n => ?_)
  rw [outward_error q l f (fun _ => eps) u₀ n, outward_const hq hq1, pow_mul]
```

For a constant step error, $q^{(l+1)n}\to0$ and the accumulated error tends to $\varepsilon/(1-q^{l+1})$. No smaller uniform bound would hold for all allowed errors.

## The multipole moment of the sphere

```lean
/-- Let `r₀ > 0`, `0 < q < 1`, the weighted density be integrable and the start value exact.
If the shell terms are wrong by at most `eps`, the radial multipole moment of the sphere of
radius `R = r_n` is wrong by at most `R ^ (l+1)` times the quadrature bound. -/
theorem multipole_moment_error {r₀ q eps : ℝ} {l : ℕ} {ρ : ℝ → ℝ} (hr : 0 < r₀)
    (hq : 0 < q) (hq1 : q < 1)
    (hρ : ∀ R > 0, IntervalIntegrable (fun s => s ^ (l + 2) * ρ s) volume 0 R)
    {e : ℕ → ℝ} (he : ∀ k, |e k| ≤ eps) (n : ℕ) :
    |meshRadius r₀ q n ^ (l + 1) *
        outward q l
          (fun k => shellTerm l ρ (meshRadius r₀ q k) (meshRadius r₀ q (k + 1)) + e k)
          (scaledMoment l ρ r₀) n -
        ∫ s in (0 : ℝ)..meshRadius r₀ q n, s ^ (l + 2) * ρ s| ≤
      meshRadius r₀ q n ^ (l + 1) *
        (eps * (1 - q ^ ((l + 1) * n)) / (1 - q ^ (l + 1))) := by
  have hR : 0 < meshRadius r₀ q n ^ (l + 1) := pow_pos (meshRadius_pos hr hq n) _
  have h := outward_error_bound hq hq1 l
    (fun k => shellTerm l ρ (meshRadius r₀ q k) (meshRadius r₀ q (k + 1))) he
    (scaledMoment l ρ r₀) n
  rw [outward_eq_scaledMoment hr hq hρ n] at h
  -- the moment is the scaled integral with its scaling undone
  have hM : (∫ s in (0 : ℝ)..meshRadius r₀ q n, s ^ (l + 2) * ρ s) =
      meshRadius r₀ q n ^ (l + 1) * scaledMoment l ρ (meshRadius r₀ q n) := by
    unfold scaledMoment
    rw [mul_comm, div_mul_cancel₀ _ hR.ne']
  rw [hM, ← mul_sub, abs_mul, abs_of_pos hR]
  exact mul_le_mul_of_nonneg_left h hR.le

end

end LogMeshPoisson
```

At $R=r_n$ the radial moment is $M=\int_0^R s^{l+2}\rho\,ds=R^{l+1}U(R)$, which is `hM`. Multiplying the main bound by $R^{l+1}>0$ gives
$$|R^{l+1}v_n-M|\le R^{l+1}\varepsilon\,\frac{1-q^{(l+1)n}}{1-q^{l+1}} .$$

The same induction also handles an inexact start value, although the theorems above take it as exact. If $|v_0-u_0|\le\delta$, the bound on $|v_n-u_n|$ gains the term $q^{(l+1)n}\delta$. In the moment this becomes $r_0^{l+1}\delta$, independent of $n$.

```lean
#print axioms LogMeshPoisson.outward_error_bound
#print axioms LogMeshPoisson.outward_error_uniform
#print axioms LogMeshPoisson.outward_error_tendsto
#print axioms LogMeshPoisson.multipole_moment_error
```

```
'LogMeshPoisson.outward_error_bound' depends on axioms: [propext, Classical.choice, Quot.sound]
'LogMeshPoisson.outward_error_uniform' depends on axioms: [propext, Classical.choice, Quot.sound]
'LogMeshPoisson.outward_error_tendsto' depends on axioms: [propext, Classical.choice, Quot.sound]
'LogMeshPoisson.multipole_moment_error' depends on axioms: [propext, Classical.choice, Quot.sound]
```
